# In a finite, reflection-symmetric polaron model, E(k) never exceeds E(0) + k²/2

An electron whose kinetic energy is quadratic in its momentum is coupled to phonons, and the coupling does not depend on that momentum. Let E(k) be the lowest energy at total momentum k, in units where ħ and the bare electron mass are 1. In a finite-dimensional model with reflection symmetry,

E(k) ≤ E(0) + k²/2.

The inequality is strict for every k ≠ 0 if some ground vector φ at k = 0 has Pφ ≠ 0, where P is the phonon momentum. In that case a positive effective mass, if the curvature of E at k = 0 defines one, exceeds the bare mass.

## Electron and phonons at fixed total momentum

The electron carries whatever momentum the phonons do not, so its kinetic energy is (k − P)²/2, with ħ = 1 and bare mass 1. The phonon energy and the coupling, which is assumed not to depend on the electron's momentum, form B, the same matrix for every k:

H(k) = B + (k − P)²/2.

Here the electron moves along one axis. In three dimensions, with the total momentum along that axis, k and P are the components along it and B also contains the transverse kinetic energy. States are complex vectors indexed by a finite type `n`, as in a truncated phonon basis. The theorems do not treat the removal of the truncation, which leads to an infinite-dimensional space and unbounded operators.

```lean
import Mathlib

open Matrix Filter Topology
open scoped ComplexOrder

namespace PolaronMass

noncomputable section

variable {n : Type*} [Fintype n] [DecidableEq n]
```

An energy is a real number x with Hv = xv for some v ≠ 0.

```lean
/-- The energies of `H`: real numbers that have a nonzero eigenvector. -/
def energies (H : Matrix n n ℂ) : Set ℝ :=
  {x | ∃ v : n → ℂ, v ≠ 0 ∧ H *ᵥ v = (x : ℂ) • v}
```

The ground energy is the infimum of these numbers, shown below to be attained.

```lean
/-- The ground energy of `H`: the infimum of its energies. -/
def groundEnergy (H : Matrix n n ℂ) : ℝ := sInf (energies H)
```

Vectors are not normalised, so the squared norm is kept explicitly.

```lean
/-- The squared norm of a state vector. -/
def sqNorm (v : n → ℂ) : ℝ := (star v ⬝ᵥ v).re
```

For v ≠ 0 the usual expectation value is `expect A v / sqNorm v`.

```lean
/-- The real part of `⟨v, A v⟩`, with `v` not normalised. -/
def expect (A : Matrix n n ℂ) (v : n → ℂ) : ℝ := (star v ⬝ᵥ A *ᵥ v).re
```

The Hamiltonian H(k) is called `fiber`.

```lean
/-- The polaron Hamiltonian `B + (k - P)² / 2` at total momentum `k`. -/
def fiber (B P : Matrix n n ℂ) (k : ℝ) : Matrix n n ℂ :=
  B + (1 / 2 : ℂ) • ((k : ℂ) • (1 : Matrix n n ℂ) - P) ^ 2
```

Its ground energy is E(k).

```lean
/-- The polaron dispersion `E(k)`: the ground energy at total momentum `k`. -/
def energy (B P : Matrix n n ℂ) (k : ℝ) : ℝ := groundEnergy (fiber B P k)
```

Reflection is a unitary U that reverses the phonon momentum and leaves B unchanged: UBU* = B and UPU* = −P. Lean writes the adjoint as `Uᴴ`.

```lean
/-- `B` and `P` are Hermitian, and the unitary `U` preserves `B` and reverses the
phonon momentum `P`. -/
structure Parity (B P U : Matrix n n ℂ) : Prop where
  hermB : B.IsHermitian
  hermP : P.IsHermitian
  unitary : U * Uᴴ = 1
  even : U * B * Uᴴ = B
  odd : U * P * Uᴴ = -P
```

## The ground energy as a variational minimum

If Hv = xv with v ≠ 0, then x − H is not invertible, so x lies in the spectrum. Conversely, each eigenvalue in Mathlib's list has a basis eigenvector.

```lean
/-- The energies of a Hermitian matrix are the eigenvalues listed by the spectral theorem. -/
theorem energies_eq_range {H : Matrix n n ℂ} (hH : H.IsHermitian) :
    energies H = Set.range hH.eigenvalues := by
  apply Set.Subset.antisymm
  · rintro x ⟨v, hv, hx⟩
    rw [← hH.spectrum_real_eq_range_eigenvalues, spectrum.mem_iff]
    rintro ⟨u, hu⟩
    apply hv
    have h0 : (u : Matrix n n ℂ) *ᵥ v = 0 := by
      rw [hu, Matrix.sub_mulVec, hx, Algebra.algebraMap_eq_smul_one, Matrix.smul_mulVec,
        Matrix.one_mulVec]
      ext i
      simp
    calc v = (((u⁻¹ : (Matrix n n ℂ)ˣ) : Matrix n n ℂ) * (u : Matrix n n ℂ)) *ᵥ v := by
          rw [Units.inv_mul, Matrix.one_mulVec]
      _ = 0 := by rw [← Matrix.mulVec_mulVec, h0, Matrix.mulVec_zero]
  · rintro _ ⟨i, rfl⟩
    refine ⟨(hH.eigenvectorBasis i).ofLp, fun h => ?_, ?_⟩
    · apply hH.eigenvectorBasis.orthonormal.ne_zero i
      ext j
      exact congrFun h j
    · rw [hH.mulVec_eigenvectorBasis i]
      ext l
      simp
```

The energies therefore form a finite nonempty set, which contains its infimum E₀. The matrix H − E₀ has no negative eigenvalue, so it is positive semidefinite, and E₀‖v‖² ≤ ⟨v, Hv⟩.

```lean
/-- Variational principle: the ground energy of a Hermitian matrix on a nonzero space is
attained by an eigenvector and bounds every expectation value from below. -/
theorem variational [Nonempty n] {H : Matrix n n ℂ} (hH : H.IsHermitian) :
    groundEnergy H ∈ energies H ∧ ∀ v, groundEnergy H * sqNorm v ≤ expect H v := by
  have hfin : (energies H).Finite := by
    rw [energies_eq_range hH]
    exact Set.finite_range _
  have hne : (energies H).Nonempty := by
    rw [energies_eq_range hH]
    exact Set.range_nonempty _
  refine ⟨hne.csInf_mem hfin, fun v => ?_⟩
  -- the shifted matrix has no negative eigenvalue
  have hK : (H - (groundEnergy H : ℂ) • (1 : Matrix n n ℂ)).IsHermitian :=
    hH.sub (by simp [Matrix.IsHermitian, Matrix.conjTranspose_smul])
  have hpsd := hK.posSemidef_iff_eigenvalues_nonneg.mpr (fun i => by
    have hi : hK.eigenvalues i ∈ energies (H - (groundEnergy H : ℂ) • (1 : Matrix n n ℂ)) := by
      rw [energies_eq_range hK]
      exact ⟨i, rfl⟩
    obtain ⟨w, hw, hx⟩ := hi
    rw [Matrix.sub_mulVec, Matrix.smul_mulVec, Matrix.one_mulVec, sub_eq_iff_eq_add] at hx
    have hmem : hK.eigenvalues i + groundEnergy H ∈ energies H :=
      ⟨w, hw, by rw [hx, Complex.ofReal_add, add_smul]⟩
    have hle : groundEnergy H ≤ _ := csInf_le hfin.bddBelow hmem
    change (0 : ℝ) ≤ hK.eigenvalues i
    linarith)
  have h := (Complex.le_def.mp (hpsd.dotProduct_mulVec_nonneg v)).1
  simp only [Matrix.sub_mulVec, Matrix.smul_mulVec, Matrix.one_mulVec, dotProduct_sub,
    dotProduct_smul, smul_eq_mul, Complex.sub_re, Complex.re_ofReal_mul, Complex.zero_re] at h
  unfold sqNorm expect
  linarith
```

Since ‖v‖² = Σ|vᵢ|², it is positive for v ≠ 0.

```lean
omit [DecidableEq n] in
/-- A nonzero state vector has positive squared norm. -/
theorem sqNorm_pos {v : n → ℂ} (hv : v ≠ 0) : 0 < sqNorm v := by
  have h : sqNorm v = ∑ i, Complex.normSq (v i) := by
    simp [sqNorm, dotProduct, Complex.normSq_apply]
  obtain ⟨i, hi⟩ := Function.ne_iff.mp hv
  rw [h]
  exact Finset.sum_pos' (fun _ _ => Complex.normSq_nonneg _)
    ⟨i, Finset.mem_univ i, Complex.normSq_pos.mpr hi⟩
```

The principle applies to H(k), which is Hermitian because B and P are and k is real.

```lean
variable {B P U : Matrix n n ℂ}

/-- For Hermitian `B` and `P` the polaron Hamiltonian is Hermitian at every momentum. -/
theorem fiber_hermitian (hB : B.IsHermitian) (hP : P.IsHermitian) (k : ℝ) :
    (fiber B P k).IsHermitian := by
  simp [fiber, Matrix.IsHermitian, Matrix.conjTranspose_smul, Matrix.conjTranspose_pow,
    hB.eq, hP.eq]
```

## Opposite momenta have equal energy

Conjugation by U gives

U H(k) U* = B + (k + P)²/2 = H(−k).

So U carries eigenvectors of H(k) to eigenvectors of H(−k) with the same energy, and E(−k) = E(k).

```lean
/-- Under the parity symmetry the dispersion is even, `E(-k) = E(k)`. -/
theorem energy_even (h : Parity B P U) (k : ℝ) : energy B P (-k) = energy B P k := by
  have hU : Uᴴ * U = 1 := mul_eq_one_comm.mp h.unitary
  have move : ∀ A : Matrix n n ℂ, U * A = U * A * Uᴴ * U := fun A => by
    rw [mul_assoc (U * A), hU, mul_one]
  have hB : U * B = B * U := by rw [move B, h.even]
  have hP : U * P = -(P * U) := by rw [move P, h.odd, neg_mul]
  -- `U` intertwines the Hamiltonians at opposite momenta
  have hH : ∀ q : ℝ, U * fiber B P q = fiber B P (-q) * U := by
    intro q
    simp only [fiber, pow_two, mul_add, add_mul, mul_sub, sub_mul, mul_smul_comm,
      smul_mul_assoc, mul_one, one_mul, hB, hP, Complex.ofReal_neg]
    have hPP : U * (P * P) = P * P * U := by
      rw [← mul_assoc, hP, neg_mul, mul_assoc, hP, mul_neg, neg_neg, mul_assoc]
    rw [hPP]
    module
  have hs : ∀ q : ℝ, energies (fiber B P q) ⊆ energies (fiber B P (-q)) := by
    rintro q x ⟨v, hv, hx⟩
    refine ⟨U *ᵥ v, fun h0 => hv ?_, ?_⟩
    · rw [← Matrix.one_mulVec v, ← hU, ← Matrix.mulVec_mulVec, h0, Matrix.mulVec_zero]
    · rw [Matrix.mulVec_mulVec, ← hH, ← Matrix.mulVec_mulVec, hx, Matrix.mulVec_smul]
  have hk := hs (-k)
  rw [neg_neg] at hk
  unfold energy groundEnergy
  rw [Set.Subset.antisymm hk (hs k)]
```

## Mixing Pφ into the ground state

Let H(0)φ = E(0)φ, and write N = ‖φ‖², p = ‖Pφ‖² and A = ⟨Pφ, (H(0) − E(0))Pφ⟩. Expanding the square gives H(q) = H(0) − qP + q²/2. For ψ = φ + sPφ with s real,

⟨ψ, H(q)ψ⟩ = (E(0) + q²/2)‖ψ‖² + s²A − 2qsp − q(⟨φ, Pφ⟩ + s²⟨Pφ, P(Pφ)⟩).

This is `ht` in the proof. Take (q, s) = (k, kt) and (−k, −kt) and add the two variational bounds. The last term cancels, and the squared norms add to 2(N + k²t²p), which is `par`. Half the sum is

(E(k) − E(0) − k²/2)(N + k²t²p) ≤ k²(t²A − 2tp).

```lean
/-- Under the parity symmetry, a ground vector `φ` at `k = 0` and the trial vectors
`φ ± k t P φ` bound the dispersion for all real `k` and `t`. -/
theorem trial_bound [Nonempty n] (h : Parity B P U) {φ : n → ℂ}
    (hφ : fiber B P 0 *ᵥ φ = (energy B P 0 : ℂ) • φ) (k t : ℝ) :
    (energy B P k - energy B P 0 - k ^ 2 / 2) * (sqNorm φ + (k * t) ^ 2 * sqNorm (P *ᵥ φ)) ≤
      k ^ 2 * (t ^ 2 * (expect (fiber B P 0) (P *ᵥ φ) - energy B P 0 * sqNorm (P *ᵥ φ))
        - 2 * t * sqNorm (P *ᵥ φ)) := by
  have herm : ∀ {A : Matrix n n ℂ}, A.IsHermitian → ∀ x y : n → ℂ,
      star x ⬝ᵥ A *ᵥ y = star (A *ᵥ x) ⬝ᵥ y := fun hA x y => by
    rw [Matrix.star_mulVec, hA.eq, Matrix.dotProduct_mulVec]
  have h1 : star φ ⬝ᵥ fiber B P 0 *ᵥ (P *ᵥ φ) = energy B P 0 * (star φ ⬝ᵥ P *ᵥ φ) := by
    rw [herm (fiber_hermitian h.hermB h.hermP 0), hφ]
    simp [star_smul, smul_dotProduct]
  have h2 := herm h.hermP φ (P *ᵥ φ)
  have hf : ∀ q : ℝ, fiber B P q =
      fiber B P 0 - (q : ℂ) • P + ((q : ℂ) ^ 2 / 2) • (1 : Matrix n n ℂ) := fun q => by
    simp only [fiber, pow_two, sub_mul, mul_sub, smul_mul_assoc, mul_smul_comm, one_mul,
      mul_one, Complex.ofReal_zero]
    module
  -- energy of the trial vector `φ + s P φ` at momentum `q`
  have ht : ∀ q s : ℝ, expect (fiber B P q) (φ + (s : ℂ) • P *ᵥ φ) =
      (energy B P 0 + q ^ 2 / 2) * sqNorm (φ + (s : ℂ) • P *ᵥ φ)
      + s ^ 2 * (expect (fiber B P 0) (P *ᵥ φ) - energy B P 0 * sqNorm (P *ᵥ φ))
      - 2 * q * s * sqNorm (P *ᵥ φ) - q * (expect P φ + s ^ 2 * expect P (P *ᵥ φ)) := by
    intro q s
    unfold expect sqNorm
    simp only [← Complex.re_ofReal_mul, ← Complex.add_re, ← Complex.sub_re]
    congr 1
    rw [hf q]
    simp only [Matrix.add_mulVec, Matrix.sub_mulVec, Matrix.smul_mulVec, Matrix.one_mulVec,
      Matrix.mulVec_add, Matrix.mulVec_smul, hφ, dotProduct_add, dotProduct_sub,
      dotProduct_smul, star_add, star_smul, add_dotProduct, smul_dotProduct, smul_eq_mul,
      h1, h2, Complex.star_def, Complex.conj_ofReal]
    push_cast
    ring
  have par : sqNorm (φ + ((k * t : ℝ) : ℂ) • P *ᵥ φ) + sqNorm (φ + ((-(k * t) : ℝ) : ℂ) • P *ᵥ φ)
      = 2 * (sqNorm φ + (k * t) ^ 2 * sqNorm (P *ᵥ φ)) := by
    unfold sqNorm
    simp only [star_add, star_smul, add_dotProduct, dotProduct_add, smul_dotProduct,
      dotProduct_smul, smul_eq_mul, Complex.star_def, Complex.conj_ofReal, Complex.add_re,
      Complex.re_ofReal_mul]
    ring
  -- add the variational bounds at `k` and `-k`; odd terms cancel
  have a := (variational (fiber_hermitian h.hermB h.hermP k)).2 (φ + ((k * t : ℝ) : ℂ) • P *ᵥ φ)
  have b := (variational (fiber_hermitian h.hermB h.hermP (-k))).2
    (φ + ((-(k * t) : ℝ) : ℂ) • P *ᵥ φ)
  rw [ht] at a b
  change energy B P k * _ ≤ _ at a
  change energy B P (-k) * _ ≤ _ at b
  rw [energy_even h] at b
  linear_combination (1 / 2) * a + (1 / 2) * b
    - ((energy B P k - energy B P 0 - k ^ 2 / 2) / 2) * par
```

Now let Pφ ≠ 0, so that N and p are positive; A ≥ 0 by the variational principle. Choose t = p/(A + 1). Then t²A − 2tp = −(t² + tp). With D = E(k) − E(0) − k²/2,

D(N + k²t²p) ≤ −k²(t² + tp),

so D ≤ 0. Since N + k²t²p ≤ (N + t²p)(1 + k²), it follows that

D ≤ −c k²/(1 + k²), c = (t² + tp)/(N + t²p) > 0.

```lean
/-- Under the parity symmetry, if a ground vector `φ` at `k = 0` has `P φ ≠ 0`, the dispersion
lies below `E(0) + k²/2` by at least `c k²/(1 + k²)` for some `c > 0`. -/
theorem energy_gain [Nonempty n] (h : Parity B P U) {φ : n → ℂ}
    (hφ : fiber B P 0 *ᵥ φ = (energy B P 0 : ℂ) • φ) (hPφ : P *ᵥ φ ≠ 0) :
    ∃ c > 0, ∀ k : ℝ,
      energy B P k ≤ energy B P 0 + k ^ 2 / 2 - c * (k ^ 2 / (1 + k ^ 2)) := by
  have hN : 0 < sqNorm φ := sqNorm_pos (fun h0 => hPφ (by rw [h0, Matrix.mulVec_zero]))
  have hp := sqNorm_pos hPφ
  have hA : energy B P 0 * sqNorm (P *ᵥ φ) ≤ expect (fiber B P 0) (P *ᵥ φ) :=
    (variational (fiber_hermitian h.hermB h.hermP 0)).2 _
  have hb := trial_bound h hφ
  set N := sqNorm φ
  set p := sqNorm (P *ᵥ φ)
  set A := expect (fiber B P 0) (P *ᵥ φ) - energy B P 0 * p with hAdef
  have hA0 : 0 ≤ A := by linarith
  -- a trial amplitude for which the gain is positive
  obtain ⟨t, ht, htA⟩ : ∃ t : ℝ, 0 < t ∧ t * (A + 1) = p :=
    ⟨p / (A + 1), by positivity, by field_simp⟩
  have hM : 0 < N + t ^ 2 * p := by positivity
  refine ⟨(t ^ 2 + t * p) / (N + t ^ 2 * p), by positivity, fun k => ?_⟩
  have hk : (energy B P k - energy B P 0 - k ^ 2 / 2) * (N + (k * t) ^ 2 * p) ≤
      -(k ^ 2 * (t ^ 2 + t * p)) := by
    linear_combination hb k t + k ^ 2 * t * htA
  have hD : energy B P k - energy B P 0 - k ^ 2 / 2 ≤ 0 := by
    by_contra hcon
    have h1 := mul_pos (not_le.mp hcon) (show 0 < N + (k * t) ^ 2 * p by positivity)
    have h2 : 0 ≤ k ^ 2 * (t ^ 2 + t * p) := by positivity
    linarith
  have hrest := mul_nonneg (neg_nonneg.mpr hD) (show 0 ≤ N * k ^ 2 + t ^ 2 * p by positivity)
  have hfrac : (t ^ 2 + t * p) / (N + t ^ 2 * p) * (k ^ 2 / (1 + k ^ 2)) ≤
      -(energy B P k - energy B P 0 - k ^ 2 / 2) := by
    rw [div_mul_div_comm, div_le_iff₀ (by positivity)]
    linear_combination hk + hrest
  linarith
```

Setting t = 0 in the trial bound, with φ ≠ 0, gives the weak inequality. The gain just found gives the strict one. Physically, Pφ ≠ 0 means that a measurement of the phonon momentum in the state φ is not certain to give zero.

```lean
/-- Under the parity symmetry `E(k) ≤ E(0) + k²/2`, strictly for every `k ≠ 0` if some ground
vector `φ` at `k = 0` has `P φ ≠ 0`. -/
theorem polaron_energy_bound [Nonempty n] (h : Parity B P U) :
    (∀ k : ℝ, energy B P k ≤ energy B P 0 + k ^ 2 / 2) ∧
    ((∃ φ : n → ℂ, fiber B P 0 *ᵥ φ = (energy B P 0 : ℂ) • φ ∧ P *ᵥ φ ≠ 0) →
      ∀ k : ℝ, k ≠ 0 → energy B P k < energy B P 0 + k ^ 2 / 2) := by
  constructor
  · intro k
    obtain ⟨φ, hne, hφ⟩ := (variational (fiber_hermitian h.hermB h.hermP 0)).1
    have hb := trial_bound h hφ k 0
    have hN := sqNorm_pos hne
    by_contra hcon
    have hpos := mul_pos (show 0 < energy B P k - energy B P 0 - k ^ 2 / 2 by linarith) hN
    linarith
  · rintro ⟨φ, hφ, hPφ⟩ k hk
    obtain ⟨c, hc, hb⟩ := energy_gain h hφ hPφ
    have hpos : 0 < c * (k ^ 2 / (1 + k ^ 2)) := by positivity
    linarith [hb k]
```

Hermiticity and UBU* = B alone do not give the weak bound. Take 1×1 matrices B = 0, P = 1, U = 1, for which UPU* = −P fails. Then E(k) = (k − 1)²/2, and E(−1) = 2 exceeds E(0) + 1/2 = 1.

## Heavier than the bare electron

Let some ground vector φ at k = 0 have Pφ ≠ 0, and suppose (E(k) − E(0))/k² → 1/(2m) as k → 0, with m > 0. Both the limit and its sign are assumed: they say that the band curves upwards at k = 0, like that of a free particle of mass m. Dividing the gain by k² and taking the limit,

1/(2m) ≤ 1/2 − c < 1/2,

so m > 1. For a calculation with a Hamiltonian of the form H(k), in a finite phonon basis that respects reflection, this gives a check on the computed mass when Pφ ≠ 0.

```lean
/-- Under the parity symmetry, with a ground vector `φ` at `k = 0` such that `P φ ≠ 0`, a
positive effective mass `m` defined by `(E(k) - E(0))/k² → 1/(2m)` as `k → 0` exceeds `1`. -/
theorem effective_mass_gt_one [Nonempty n] (h : Parity B P U) {φ : n → ℂ}
    (hφ : fiber B P 0 *ᵥ φ = (energy B P 0 : ℂ) • φ) (hPφ : P *ᵥ φ ≠ 0) {m : ℝ} (hm : 0 < m)
    (hE : Tendsto (fun k : ℝ => (energy B P k - energy B P 0) / k ^ 2) (𝓝[≠] 0)
      (𝓝 (1 / (2 * m)))) : 1 < m := by
  obtain ⟨c, hc, hb⟩ := energy_gain h hφ hPφ
  have hcont : Continuous (fun k : ℝ => 1 / 2 - c / (1 + k ^ 2)) :=
    continuous_const.sub (continuous_const.div (by fun_prop) (fun k => by positivity))
  have hlim := (hcont.tendsto 0).mono_left (nhdsWithin_le_nhds (s := {(0 : ℝ)}ᶜ))
  have hle : 1 / (2 * m) ≤ 1 / 2 - c / (1 + (0 : ℝ) ^ 2) := by
    refine le_of_tendsto_of_tendsto hE hlim ?_
    filter_upwards [self_mem_nhdsWithin] with k hk
    have hk0 : k ≠ 0 := hk
    rw [div_le_iff₀ (by positivity)]
    linear_combination hb k
  have hc0 : 0 < c / (1 + (0 : ℝ) ^ 2) := by positivity
  by_contra hcon
  have hinv : 1 / 2 ≤ 1 / (2 * m) :=
    one_div_le_one_div_of_le (by positivity) (by linarith)
  linarith
```

## A two-level example

Let B = diag(2, −2), let P exchange the two levels, and let U = diag(1, −1). The symmetry relations hold, and P annihilates no nonzero vector, so the strict bound applies. Direct diagonalisation, which is not part of the Lean proof, gives E(k) = (k² + 1)/2 − √(4 + k²), hence m = 2. This example and the 1×1 one above are algebraic illustrations, not truncated phonon spaces: they have no phonon vacuum, on which P would vanish.

```lean
/-- A two-level instance of the parity symmetry in which `P` annihilates no nonzero vector. -/
theorem parity_witness :
    Parity (!![2, 0; 0, -2] : Matrix (Fin 2) (Fin 2) ℂ) !![0, 1; 1, 0] !![1, 0; 0, -1] ∧
    ∀ φ : Fin 2 → ℂ, φ ≠ 0 → (!![0, 1; 1, 0] : Matrix (Fin 2) (Fin 2) ℂ) *ᵥ φ ≠ 0 := by
  refine ⟨⟨?_, ?_, ?_, ?_, ?_⟩, fun φ hφ h => hφ ?_⟩
  iterate 5
    ext i j
    fin_cases i <;> fin_cases j <;>
      simp [Matrix.mul_apply, Fin.sum_univ_succ, Matrix.conjTranspose_apply]
  have h0 : φ 1 = 0 := by
    simpa [Matrix.mulVec, dotProduct, Fin.sum_univ_succ] using congrFun h 0
  have h1 : φ 0 = 0 := by
    simpa [Matrix.mulVec, dotProduct, Fin.sum_univ_succ] using congrFun h 1
  ext i
  fin_cases i
  · exact h1
  · exact h0

end

end PolaronMass
```

```lean
#print axioms PolaronMass.polaron_energy_bound
#print axioms PolaronMass.effective_mass_gt_one
```

```
'PolaronMass.polaron_energy_bound' depends on axioms: [propext, Classical.choice, Quot.sound]
'PolaronMass.effective_mass_gt_one' depends on axioms: [propext, Classical.choice, Quot.sound]
```
